# A smooth nonvanishing energy-dependent normalization preserves the span of the energy derivatives of orders 0 to n

## Two programs, one radial equation

Suppose that two LAPW programs solve the same radial equation in the same sphere at the same energy parameter. One scales its solution to unit norm in the sphere, the other fixes the leading coefficient at the nucleus. Their functions $u$ differ by a factor, which is harmless, but the factor depends on energy, so their energy derivatives $\dot u$ in general differ by more than a factor. If the space spanned by $u$ and $\dot u$ changed as well, the two programs would have different variational freedom inside the sphere, and their band energies could differ because of a convention.

This does not happen as long as the factor is smooth enough in energy and nonzero. The same holds for higher derivatives, such as those used in local orbitals, provided that all orders from $0$ up to some $n$ are kept.

## The pair of u and its first derivative

Fix one angular momentum channel and write $u(E)$ for the whole radial function at energy $E$, regarded as a vector in a space of functions of $r$. Let $g(E)$ be a real number that rescales it. The product rule gives

$$
(gu)^{\boldsymbol\cdot} = g\,\dot u + \dot g\,u .
$$

The new derivative contains an admixture of $u$. Since $u$ is in the basis anyway, nothing new has entered. If $g(E)\neq 0$, we can solve for the old pair:

$$
u = \frac{1}{g}\,(gu), \qquad
\dot u = \frac{1}{g}\,(gu)^{\boldsymbol\cdot} - \frac{\dot g}{g^2}\,(gu).
$$

Each pair is therefore a combination of the other, and the two spans coincide.

## The claim for all orders up to n

For a natural number $m$, let $D_m(u,E)$ be the real span of the first $m$ energy derivatives $u^{(0)}(E),\dots,u^{(m-1)}(E)$, where $u^{(0)}=u$. In particular $D_0(u,E)=\{0\}$. The orders $0$ to $n$ give $D_{n+1}$.

Let $u$ and $g$ be $n$ times continuously differentiable on an open set $s$ of energies, and let $g$ have no zero in $s$. Then for every $E\in s$,

$$
D_{n+1}(gu,E) = D_{n+1}(u,E).
$$

The condition on $g$ says that the normalization never erases the radial function. The requirement that $g$ be defined and smooth on $s$ also limits which conventions qualify at a given energy: scaling $u$ to the value $1$ at the sphere boundary fails at energies where $u$ has a node there, because the factor is then undefined.

## The Leibniz formula and its leading term

The derivatives of the product are

$$
(gu)^{(k)} = \sum_{i+j=k} \binom{k}{i}\, g^{(i)}\,u^{(j)} .
$$

For $k=0$ this reads $gu=gu$. Assume the formula for $k$ and for every pair of functions that are $C^k$ near $E$, and let $g$ and $u$ be $C^{k+1}$ there. Near $E$ we have $(gu)' = g\,u' + g'\,u$, where the prime is the energy derivative. Applying the formula for $k$ to the pairs $(g,u')$ and $(g',u)$ gives

$$
(gu)^{(k+1)} = \sum_{i+j=k} \binom{k}{i} g^{(i)}u^{(j+1)} + \sum_{i+j=k} \binom{k}{i} g^{(i+1)}u^{(j)} .
$$

For $i+j=k+1$, the coefficient of $g^{(i)}u^{(j)}$ is $\binom{k}{i}+\binom{k}{i-1}=\binom{k+1}{i}$ by Pascal's rule, with $\binom{k}{-1}=\binom{k}{k+1}=0$. This is the formula for $k+1$.

Now separate the term with $i=0$. In every other term $j<k$, so

$$
(gu)^{(k)}(E) - g(E)\,u^{(k)}(E) \in D_k(u,E).
$$

The change from one list of derivatives to the other is triangular, with $g(E)$ in every diagonal place.

## Inclusion in both directions

For $k\le n$, both $g(E)\,u^{(k)}(E)$ and the remainder in $D_k(u,E)$ lie in $D_{n+1}(u,E)$. Hence

$$
D_{n+1}(gu,E)\subseteq D_{n+1}(u,E),
$$

whether or not $g(E)$ is zero.

If $g(E)\neq0$, then by continuity $g$ has no zero near $E$, and $1/g$ is $C^n$ there. Apply the same inclusion to the function $gu$ with the normalization $1/g$. Since $(1/g)(gu)=u$ near $E$, it says that $D_{n+1}(u,E)\subseteq D_{n+1}(gu,E)$. The two spaces are equal.

## What a zero of g does

If $g(E)=0$, the leading term disappears, and every $(gu)^{(k)}(E)$ with $k\le n$ lies in $D_k(u,E)\subseteq D_n(u,E)$. The highest derivative $u^{(n)}(E)$ can then be recovered only if it was already a combination of the lower ones. So when $u^{(n)}(E)\notin D_n(u,E)$, the spaces agree exactly when $g(E)\neq0$. Some condition on $u$ is needed for this converse: for $u=0$ both spaces are $\{0\}$, whatever $g$ is.

## Lean objects and the physics they stand for

The radial function is `u : ℝ → V`, a map from energy to a real normed space `V`. A point of `V` can be a function of $r$ inside the sphere, or a pair of large and small components. Energy derivatives are taken in the norm of `V`. The normalization is `g : ℝ → ℝ`, and `fun ε => g ε • u ε` is the rescaled radial function. The factor `g` may depend on energy but not on $r$.

The space $D_m(u,E)$ is `energyDerivSpan u E m`. Its generators are `iteratedDeriv k u E` for `k` in `Set.Iio m`, that is, $k<m$, which is why the theorems have `n + 1` where the text speaks of orders $0$ to $n$.

The main theorem, `energyDerivSpan_normalized`, takes an open set `s`, the smoothness conditions `ContDiffOn ℝ n g s` and `ContDiffOn ℝ n u s`, and the condition that `g E ≠ 0` for each `E ∈ s`. It concludes that the two spans are equal at each energy in `s`. An open interval is a special case. The version at a single energy, `energyDerivSpan_normalized_at`, uses `ContDiffAt` and needs `g E ≠ 0` only at that energy.

No radial equation appears in the file. Smoothness of $u$ in energy is a hypothesis, to be supplied by the theory of the radial problem. The spans are real, the energy parameter is the same for all derivatives, and matching at the sphere boundary is not modelled. Equality of spans also says nothing about how well conditioned either list of derivatives is.

The run of orders must have no gaps. The second derivative of $gu$ contains $2\dot g\,\dot u$, so a basis of $u$ and $\ddot u$ alone can change with the normalization.

For LAPW practice, the result means that, within one angular momentum channel and at one fixed energy parameter, any normalization that is smooth enough in energy and nonzero there may be chosen for numerical convenience without altering the space available inside the sphere.

## The complete Lean file

```lean
import Mathlib

open Finset Topology

namespace EnergyDerivativeBasis

variable {V : Type*} [NormedAddCommGroup V] [NormedSpace ℝ V]

/-- The space spanned by the first `m` energy derivatives (orders `0` to `m - 1`) of the
radial function `u` at the energy `E`. -/
def energyDerivSpan (u : ℝ → V) (E : ℝ) (m : ℕ) : Submodule ℝ V :=
  Submodule.span ℝ ((fun k : ℕ => iteratedDeriv k u E) '' Set.Iio m)

/-- Admitting more energy derivatives can only enlarge the space they span. -/
theorem energyDerivSpan_mono (u : ℝ → V) (E : ℝ) {k m : ℕ} (h : k ≤ m) :
    energyDerivSpan u E k ≤ energyDerivSpan u E m :=
  Submodule.span_mono (Set.image_mono (Set.Iio_subset_Iio h))

/-- The energy derivative of a function that is `C^(k+1)` at `E` is `C^k` at `E`. -/
theorem contDiffAt_energyDeriv {f : ℝ → V} {E : ℝ} {k : ℕ}
    (hf : ContDiffAt ℝ ((k + 1 : ℕ) : WithTop ℕ∞) f E) : ContDiffAt ℝ k (deriv f) E :=
  (hf.fderiv_right (Nat.cast_succ k).ge).clm_apply contDiffAt_const

/-- Leibniz formula: the `k`-th energy derivative of `g u` at `E` is the binomial sum of
products of derivatives of `g` and `u`, when both are `C^k` at `E`. -/
theorem leibniz_normalized {E : ℝ} (k : ℕ) {g : ℝ → ℝ} {u : ℝ → V}
    (hg : ContDiffAt ℝ k g E) (hu : ContDiffAt ℝ k u E) :
    iteratedDeriv k (fun ε => g ε • u ε) E =
      ∑ ij ∈ antidiagonal k,
        k.choose ij.1 • (iteratedDeriv ij.1 g E • iteratedDeriv ij.2 u E) := by
  induction k generalizing g u with
  | zero => simp
  | succ k ih =>
    have h1 : (1 : WithTop ℕ∞) ≤ ((k + 1 : ℕ) : WithTop ℕ∞) := by
      exact_mod_cast Nat.succ_le_succ (Nat.zero_le k)
    have hk : ((k : ℕ) : WithTop ℕ∞) ≤ ((k + 1 : ℕ) : WithTop ℕ∞) := by
      exact_mod_cast Nat.le_succ k
    -- the product rule holds in a neighbourhood of `E`
    have hd : deriv (fun ε => g ε • u ε) =ᶠ[𝓝 E]
        (fun ε => g ε • deriv u ε) + (fun ε => deriv g ε • u ε) := by
      filter_upwards [(hg.of_le h1).eventually (by simp),
        (hu.of_le h1).eventually (by simp)] with ε hgε huε
      exact ((hgε.differentiableAt (by simp)).hasDerivAt.smul
        (huε.differentiableAt (by simp)).hasDerivAt).deriv
    have hg' := contDiffAt_energyDeriv hg
    have hu' := contDiffAt_energyDeriv hu
    have hA : ContDiffAt ℝ k (fun ε => g ε • deriv u ε) E := (hg.of_le hk).smul hu'
    have hB : ContDiffAt ℝ k (fun ε => deriv g ε • u ε) E := hg'.smul (hu.of_le hk)
    rw [iteratedDeriv_succ', hd.iteratedDeriv_eq k, iteratedDeriv_add hA hB,
      ih (hg.of_le hk) hu', ih hg' (hu.of_le hk)]
    -- Pascal's rule merges the two binomial sums
    refine Eq.trans ?_ (Finset.sum_antidiagonal_choose_succ_nsmul
      (fun i j => iteratedDeriv i g E • iteratedDeriv j u E) k).symm
    refine congrArg₂ (· + ·) (Finset.sum_congr rfl fun ij _ => ?_)
      (Finset.sum_congr rfl fun ij hij => ?_)
    · simp only [iteratedDeriv_succ']
    · rw [Nat.choose_symm_of_eq_add (mem_antidiagonal.1 hij).symm]
      simp only [iteratedDeriv_succ']

/-- Triangularity: for `g` and `u` of class `C^k` at `E`, the `k`-th derivative of `g u` is
`g(E)` times that of `u`, up to a combination of derivatives of `u` of order below `k`. -/
theorem normalized_deriv_triangular {E : ℝ} (k : ℕ) {g : ℝ → ℝ} {u : ℝ → V}
    (hg : ContDiffAt ℝ k g E) (hu : ContDiffAt ℝ k u E) :
    iteratedDeriv k (fun ε => g ε • u ε) E - g E • iteratedDeriv k u E
      ∈ energyDerivSpan u E k := by
  have h0 : ((0, k) : ℕ × ℕ) ∈ antidiagonal k := by simp
  -- isolate the term in which no derivative falls on `g`
  rw [leibniz_normalized k hg hu, ← Finset.add_sum_erase _ _ h0]
  simp only [Nat.choose_zero_right, one_smul, iteratedDeriv_zero, add_sub_cancel_left]
  refine Submodule.sum_mem _ fun ij hij => ?_
  obtain ⟨hne, hmem⟩ := Finset.mem_erase.1 hij
  have hs := mem_antidiagonal.1 hmem
  have hlt : ij.2 < k := by
    by_contra h
    exact hne (Prod.ext (by show ij.1 = 0; omega) (by show ij.2 = k; omega))
  have hlow : iteratedDeriv ij.2 u E ∈ energyDerivSpan u E k :=
    Submodule.subset_span ⟨ij.2, hlt, rfl⟩
  exact nsmul_mem (Submodule.smul_mem _ (iteratedDeriv ij.1 g E) hlow) (k.choose ij.1)

/-- For `g` and `u` of class `C^n` at `E`, the derivatives of `g u` of orders `0` to `n` lie
in the span of those of `u`. -/
theorem energyDerivSpan_normalized_le {E : ℝ} {n : ℕ} {g : ℝ → ℝ} {u : ℝ → V}
    (hg : ContDiffAt ℝ n g E) (hu : ContDiffAt ℝ n u E) :
    energyDerivSpan (fun ε => g ε • u ε) E (n + 1) ≤ energyDerivSpan u E (n + 1) := by
  refine Submodule.span_le.2 ?_
  rintro _ ⟨k, hk, rfl⟩
  have hkn : (k : WithTop ℕ∞) ≤ n := by exact_mod_cast Nat.le_of_lt_succ hk
  have ht := energyDerivSpan_mono u E (le_of_lt hk)
    (normalized_deriv_triangular k (hg.of_le hkn) (hu.of_le hkn))
  have hm : g E • iteratedDeriv k u E ∈ energyDerivSpan u E (n + 1) :=
    Submodule.smul_mem _ _ (Submodule.subset_span ⟨k, hk, rfl⟩)
  have hsum := Submodule.add_mem _ ht hm
  rw [sub_add_cancel] at hsum
  exact hsum

/-- At an energy `E` where `g` and `u` are `C^n` and `g(E) ≠ 0`, the derivatives of orders
`0` to `n` of `g u` and of `u` span the same space. -/
theorem energyDerivSpan_normalized_at {E : ℝ} {n : ℕ} {g : ℝ → ℝ} {u : ℝ → V}
    (hg : ContDiffAt ℝ n g E) (hu : ContDiffAt ℝ n u E) (h0 : g E ≠ 0) :
    energyDerivSpan (fun ε => g ε • u ε) E (n + 1) = energyDerivSpan u E (n + 1) := by
  refine le_antisymm (energyDerivSpan_normalized_le hg hu) ?_
  -- multiplying by `1 / g` undoes the normalization near `E`
  have hback : (fun ε => (g ε)⁻¹ • (g ε • u ε)) =ᶠ[𝓝 E] u := by
    filter_upwards [hg.continuousAt.eventually_ne h0] with ε hε
    exact inv_smul_smul₀ hε (u ε)
  have hspan : energyDerivSpan (fun ε => (g ε)⁻¹ • (g ε • u ε)) E (n + 1) =
      energyDerivSpan u E (n + 1) :=
    congrArg (Submodule.span ℝ) (Set.image_congr fun k _ => hback.iteratedDeriv_eq k)
  rw [← hspan]
  exact energyDerivSpan_normalized_le (hg.inv h0) (hg.smul hu)

/-- A nonvanishing `C^n` normalization preserves the span of the derivatives: if `u` and `g` are
`C^n` on an open set of energies where `g` has no zero, then at each energy of the set the
derivatives of orders `0` to `n` of `g u` and of `u` span the same space. -/
theorem energyDerivSpan_normalized {s : Set ℝ} (hs : IsOpen s) {n : ℕ} {g : ℝ → ℝ}
    {u : ℝ → V} (hg : ContDiffOn ℝ n g s) (hu : ContDiffOn ℝ n u s)
    (h0 : ∀ E ∈ s, g E ≠ 0) :
    ∀ E ∈ s, energyDerivSpan (fun ε => g ε • u ε) E (n + 1) =
      energyDerivSpan u E (n + 1) := fun E hE =>
  energyDerivSpan_normalized_at (hg.contDiffAt (hs.mem_nhds hE))
    (hu.contDiffAt (hs.mem_nhds hE)) (h0 E hE)

/-- Sharpness: let `g` and `u` be `C^n` at `E`, and let the `n`-th derivative of `u` not be a
combination of the lower ones. Then the derivatives of orders `0` to `n` of `g u` and of `u` span
the same space exactly when `g(E) ≠ 0`. -/
theorem energyDerivSpan_normalized_iff {E : ℝ} {n : ℕ} {g : ℝ → ℝ} {u : ℝ → V}
    (hg : ContDiffAt ℝ n g E) (hu : ContDiffAt ℝ n u E)
    (hnew : iteratedDeriv n u E ∉ energyDerivSpan u E n) :
    energyDerivSpan (fun ε => g ε • u ε) E (n + 1) = energyDerivSpan u E (n + 1) ↔
      g E ≠ 0 := by
  refine ⟨fun heq h0 => hnew ?_, energyDerivSpan_normalized_at hg hu⟩
  have htop : iteratedDeriv n u E ∈ energyDerivSpan u E (n + 1) :=
    Submodule.subset_span ⟨n, Nat.lt_succ_self n, rfl⟩
  rw [← heq] at htop
  -- at a zero of `g` every derivative of `g u` loses its leading term
  refine (Submodule.span_le.2 ?_) htop
  rintro _ ⟨k, hk, rfl⟩
  have hkn : k ≤ n := Nat.le_of_lt_succ hk
  have hkn' : (k : WithTop ℕ∞) ≤ n := by exact_mod_cast hkn
  have ht := normalized_deriv_triangular k (hg.of_le hkn') (hu.of_le hkn')
  rw [h0, zero_smul, sub_zero] at ht
  exact energyDerivSpan_mono u E hkn ht

/-- The LAPW pair: if `g` and `u` are `C^1` at `E` and `g(E) ≠ 0`, then `g u` and its first
energy derivative span the same space as `u` and its first energy derivative. -/
theorem lapw_pair_span {E : ℝ} {g : ℝ → ℝ} {u : ℝ → V}
    (hg : ContDiffAt ℝ 1 g E) (hu : ContDiffAt ℝ 1 u E) (h0 : g E ≠ 0) :
    Submodule.span ℝ {g E • u E, deriv (fun ε => g ε • u ε) E} =
      Submodule.span ℝ {u E, deriv u E} := by
  have hpair : ∀ f : ℝ → V,
      energyDerivSpan f E (1 + 1) = Submodule.span ℝ {f E, deriv f E} := by
    intro f
    have hI : Set.Iio (1 + 1) = ({0, 1} : Set ℕ) := by
      ext k
      simp only [Set.mem_Iio, Set.mem_insert_iff, Set.mem_singleton_iff]
      omega
    rw [energyDerivSpan, hI, Set.image_pair, iteratedDeriv_zero, iteratedDeriv_one]
  have h := energyDerivSpan_normalized_at (n := 1) (by simpa using hg) (by simpa using hu) h0
  rw [hpair, hpair] at h
  exact h

end EnergyDerivativeBasis
```

```lean
#print axioms EnergyDerivativeBasis.energyDerivSpan_normalized
#print axioms EnergyDerivativeBasis.energyDerivSpan_normalized_iff
#print axioms EnergyDerivativeBasis.lapw_pair_span
```

```
'EnergyDerivativeBasis.energyDerivSpan_normalized' depends on axioms: [propext, Classical.choice, Quot.sound]
'EnergyDerivativeBasis.energyDerivSpan_normalized_iff' depends on axioms: [propext, Classical.choice, Quot.sound]
'EnergyDerivativeBasis.lapw_pair_span' depends on axioms: [propext, Classical.choice, Quot.sound]
```

## The product rule and Pascal's rule in Lean

`contDiffAt_energyDeriv` records that differentiating a $C^{k+1}$ function leaves a $C^k$ function. The induction in `leibniz_normalized` needs this for both $g'$ and $u'$. It is an induction `generalizing g u`, because the formula for $k$ is applied to the pairs $(g,u')$ and $(g',u)$ and not to the original one.

The step `hd` is the product rule, stated as an equality throughout a neighbourhood of `E`. For $k\ge 1$, equality at the single point would not suffice, since $k$ more derivatives follow. The rewrite with `iteratedDeriv_succ'` takes one derivative first and leaves $k$ to be taken; `hd.iteratedDeriv_eq k` then inserts the product rule, and `iteratedDeriv_add` splits the sum. The two uses of `ih` produce the two binomial sums displayed above, and `Finset.sum_antidiagonal_choose_succ_nsmul` merges them by Pascal's rule. That lemma writes one of the coefficients as $\binom{k}{j}$, which `Nat.choose_symm_of_eq_add` identifies with $\binom{k}{i}$.

## From the triangular form to equal spans in Lean

In `normalized_deriv_triangular`, `Finset.add_sum_erase` takes the index pair `(0, k)` out of the Leibniz sum. The subtraction cancels its term. For each remaining pair, `hlt` shows that the order `ij.2` of the derivative of $u$ is below `k`, so the term lies in `energyDerivSpan u E k`.

`energyDerivSpan_normalized_le` proves the inclusion that holds for any value of $g(E)$. `Submodule.span_le` reduces it to the individual derivatives of $gu$. For each one, `energyDerivSpan_mono` moves the remainder into the larger space, and adding back $g(E)\,u^{(k)}(E)$ finishes the argument.

In `energyDerivSpan_normalized_at`, `hback` states that multiplying by `(g ε)⁻¹` returns $u$ near `E`, and `hspan` carries this over to the spans. The last line is the earlier inclusion applied to $1/g$ and $gu$. The theorem on `s` follows because a function that is $C^n$ on an open set is $C^n$ at each of its points.

For the converse in `energyDerivSpan_normalized_iff`, the assumed equality puts $u^{(n)}(E)$ into the span for $gu$. With `h0 : g E = 0`, the triangular form places that whole span inside `energyDerivSpan u E n`, which contradicts `hnew`.

Finally, `lapw_pair_span` is the case $n=1$. Its auxiliary statement `hpair` identifies the orders below $2$ with $\{0,1\}$, so that the general span becomes the span of a function and its first energy derivative.
